# After $n$ unbranched steps, independent normal local energies of variance $\sigma^2$ leave an effective sample fraction $e^{-n\,\Delta t^2\sigma^2}$

In a projector Monte Carlo calculation the walkers may accumulate weight for several steps before the population is branched or resampled. If the weights spread too far in that time, a few heavy walkers dominate the weighted averages. For local energies that are independent from step to step and normally distributed, the loss can be computed exactly.

The local energy at a configuration $R$ is $(H\psi)(R)/\psi(R)$, where $H$ is the Hamiltonian and $\psi$ the trial function. We take the simple form of the weight in which one local energy enters per step. In units with $\hbar=1$, a walker with starting weight one, local energies $E_0,E_1,\dots$ and imaginary-time step $\Delta t$ (`dt` in Lean) carries after $n$ steps the weight
$$W_n=e^{-\Delta t\,S_n},\qquad S_n=\sum_{k<n}E_k .$$
The effective sample fraction is $f_n=\langle W_n\rangle^2/\langle W_n^2\rangle$. It is a ratio of exact means; the quantity of the same name in a simulation replaces them by averages over finitely many walkers.

```lean
import Mathlib

open MeasureTheory ProbabilityTheory

namespace UnbranchedWeight

noncomputable section

variable {Ω : Type*} [MeasurableSpace Ω]
```

`NormalEnergies P E e σ` collects the assumptions on the energies: each `E k` is measurable, all are jointly independent, and each has the normal law with mean $e$ and variance $\sigma^2$. The conversion `toNNReal` is there because `gaussianReal` takes a nonnegative variance. Only $\sigma^2$ matters, and $\sigma=0$ is allowed, the law then being a point mass.

```lean
/-- The local energies `E 0, E 1, ...` are independent normal random variables with mean `e`
and variance `σ ^ 2`. -/
structure NormalEnergies (P : Measure Ω) (E : ℕ → Ω → ℝ) (e σ : ℝ) : Prop where
  measurable : ∀ k, Measurable (E k)
  indep : iIndepFun E P
  law : ∀ k, P.map (E k) = gaussianReal e (σ ^ 2).toNNReal

/-- The weight `exp (-dt ∑ E_k)` that a walker collects in `n` steps without branching. -/
def weight (dt : ℝ) (E : ℕ → Ω → ℝ) (n : ℕ) (ω : Ω) : ℝ :=
  Real.exp (-dt * ∑ k ∈ Finset.range n, E k ω)

/-- The effective sample fraction `(mean W)² / mean (W²)` of a random weight `W` with finite,
nonzero second moment. -/
def effectiveFraction (P : Measure Ω) (W : Ω → ℝ) : ℝ :=
  (∫ ω, W ω ∂P) ^ 2 / ∫ ω, W ω ^ 2 ∂P
```

An infinite product of normal laws supplies such energies for every $e$ and $\sigma$.

```lean
/-- The coordinates of an infinite product of copies of one normal law are independent normal local
energies. -/
theorem normalEnergies_witness (e σ : ℝ) :
    NormalEnergies (Measure.infinitePi fun _ : ℕ => gaussianReal e (σ ^ 2).toNNReal)
      (fun k ω => ω k) e σ where
  measurable k := measurable_pi_apply k
  indep := iIndepFun_infinitePi (X := fun _ x => x) (fun _ => measurable_id)
  law k := (measurePreserving_eval_infinitePi
    (fun _ : ℕ => gaussianReal e (σ ^ 2).toNNReal) k).map_eq
```

## Independence from step to step

Physically, independence says that a walker forgets its local energy within one step. Real walkers move a short distance per step, so their successive energies are correlated, and the theorem does not cover them. If the energies are jointly normal, the fraction is $e^{-\Delta t^2\,\mathrm{Var}\,S_n}$; positive correlations make $\mathrm{Var}\,S_n$ larger than $n\sigma^2$, and the loss is then faster than the formula in the title says.

Independence makes the characteristic function of the sum a product:
$$\langle e^{isS_n}\rangle=\left(e^{ise-s^2\sigma^2/2}\right)^n=e^{is\,ne-s^2n\sigma^2/2}.$$
This belongs to a normal law with mean $ne$ and variance $n\sigma^2$.

The Lean proof reaches the same law by induction. The empty sum is a point mass at zero. At each further step `indepFun_sum_range_succ` says that the next energy is independent of the sum so far, and Mathlib's addition rule for two independent normal variables adds the means and variances.

```lean
variable {P : Measure Ω} [IsProbabilityMeasure P] {E : ℕ → Ω → ℝ} {e σ : ℝ}

/-- The sum of `n` independent normal local energies is normal with mean `n e` and variance
`n σ²`. -/
theorem energy_sum_law (h : NormalEnergies P E e σ) (n : ℕ) :
    P.map (fun ω => ∑ k ∈ Finset.range n, E k ω)
      = gaussianReal (n * e) (n * σ ^ 2).toNNReal := by
  have hS : ∀ m, (fun ω => ∑ k ∈ Finset.range m, E k ω) = ∑ k ∈ Finset.range m, E k := by
    intro m
    ext ω
    simp [Finset.sum_apply]
  induction n with
  | zero => simp [Measure.map_const, gaussianReal_zero_var]
  | succ n ih =>
    rw [hS] at ih ⊢
    -- the next energy is independent of the sum collected so far
    rw [Finset.sum_range_succ, gaussianReal_add_gaussianReal_of_indepFun
      (h.indep.indepFun_sum_range_succ h.measurable n) ih (h.law n),
      ← Real.toNNReal_add (by positivity) (by positivity)]
    congr 2 <;> push_cast <;> ring
```

Normal laws for the separate energies do not fix $f_n$. If every $E_k$ equals one normal variable $X$, then $S_n=nX$ and $f_n=e^{-n^2\Delta t^2\sigma^2}$. If instead $E_k=e+(-1)^k(X-e)$, the fluctuations cancel in pairs and $f_n=1$ for every even $n$. The counter-examples in this note are worked out in prose, not in Lean.

## Normal law of each energy

The normal law idealises the spread of local energies, which in practice may be skewed or have heavy tails. Since $\log W_n=-\Delta t\,S_n$, scaling gives a normal law with mean $-n\Delta t\,e$ and variance $n\Delta t^2\sigma^2$. In Lean this is the image of the law of $S_n$ under $x\mapsto-\Delta t\,x$.

```lean
/-- For independent normal local energies the logarithm of the unbranched weight is normal with
mean `-n dt e` and variance `n dt² σ²`. -/
theorem log_weight_law (h : NormalEnergies P E e σ) (dt : ℝ) (n : ℕ) :
    P.map (fun ω => Real.log (weight dt E n ω))
      = gaussianReal (-(n * dt * e)) (n * dt ^ 2 * σ ^ 2).toNNReal := by
  have hlog : (fun ω => Real.log (weight dt E n ω))
      = (fun x => -dt * x) ∘ (fun ω => ∑ k ∈ Finset.range n, E k ω) := by
    ext ω
    simp [weight]
  have hm : Measurable (fun ω => ∑ k ∈ Finset.range n, E k ω) :=
    Finset.measurable_fun_sum _ (fun k _ => h.measurable k)
  rw [hlog, ← Measure.map_map (by fun_prop) hm, energy_sum_law h, gaussianReal_map_const_mul]
  congr 1
  · ring
  · apply NNReal.eq
    rw [NNReal.coe_mul, Real.coe_toNNReal _ (by positivity), Real.coe_toNNReal _ (by positivity)]
    change (-dt) ^ 2 * (n * σ ^ 2) = n * dt ^ 2 * σ ^ 2
    ring
```

For a normal $X$ with mean $\mu$ and variance $v>0$, completing the square,
$$tx-\frac{(x-\mu)^2}{2v}=t\mu+\frac{t^2v}{2}-\frac{(x-\mu-tv)^2}{2v},$$
gives $\langle e^{tX}\rangle=e^{t\mu+t^2v/2}$, which also holds at $v=0$. With $X=S_n$ and $t=-p\,\Delta t$,
$$\langle W_n^p\rangle=e^{-pn\Delta t\,e+p^2n\Delta t^2\sigma^2/2}.$$
The proof takes this generating function from `mgf_gaussianReal`.

```lean
/-- For independent normal local energies the `p`-th moment of the unbranched weight is
`exp (-p n dt e + p² n dt² σ² / 2)`. -/
theorem weight_moment (h : NormalEnergies P E e σ) (dt : ℝ) (n p : ℕ) :
    ∫ ω, weight dt E n ω ^ p ∂P
      = Real.exp (-(p * n * dt * e) + p ^ 2 * n * dt ^ 2 * σ ^ 2 / 2) := by
  have hg := mgf_gaussianReal (energy_sum_law h n) (-(p * dt))
  rw [Real.coe_toNNReal _ (by positivity)] at hg
  calc ∫ ω, weight dt E n ω ^ p ∂P
      = mgf (fun ω => ∑ k ∈ Finset.range n, E k ω) P (-(p * dt)) := by
        unfold mgf
        congr 1
        ext ω
        rw [weight, ← Real.exp_nat_mul]
        congr 1
        ring
    _ = _ := by
        rw [hg]
        congr 1
        ring
```

The cases $p=1$ and $p=2$ give
$$f_n=\frac{e^{-2n\Delta t\,e+n\Delta t^2\sigma^2}}{e^{-2n\Delta t\,e+2n\Delta t^2\sigma^2}}=e^{-n\Delta t^2\sigma^2}.$$
The mean energy cancels, so a constant energy shift leaves the fraction unchanged.

```lean
/-- For independent normal local energies of variance `σ²` the effective sample fraction after
`n` unbranched steps is `exp (-n dt² σ²)`. -/
theorem effectiveFraction_weight (h : NormalEnergies P E e σ) (dt : ℝ) (n : ℕ) :
    effectiveFraction P (weight dt E n) = Real.exp (-(n * dt ^ 2 * σ ^ 2)) := by
  have h1 := weight_moment h dt n 1
  have h2 := weight_moment h dt n 2
  simp only [pow_one] at h1
  rw [effectiveFraction, h1, h2, ← Real.exp_nat_mul, ← Real.exp_sub]
  congr 1
  push_cast
  ring
```

Without normality the rate can change. Let $E_k$ be $0$ or $a$ with probability $1/2$ each, so that $\sigma^2=a^2/4$. With $q=e^{-a\Delta t}$ the one-step fraction is $(1+q)^2/(2(1+q^2))$, which tends to $1/2$ for large $a\Delta t$, whereas $e^{-\Delta t^2\sigma^2}$ tends to zero.

## Nonzero time step and energy spread

The spread $\sigma$ vanishes when the trial function is an exact eigenstate, since its local energy is then constant. If $\sigma=0$ or $\Delta t=0$, then $f_n=1$ for all $n$, and no run is too long for a required fraction $\delta\le1$. Otherwise, for $\delta>0$, taking logarithms of $\delta\le e^{-n\Delta t^2\sigma^2}$ gives
$$n\le\frac{\log(1/\delta)}{\Delta t^2\sigma^2}.$$
With $\Delta t\,\sigma=0.1$ and $\delta=1/2$, this allows 69 steps.

```lean
/-- For independent normal local energies with `σ ≠ 0` and a nonzero time step, the effective
fraction is at least `δ > 0` exactly when `n ≤ log (1/δ) / (dt² σ²)`. -/
theorem longest_unbranched_run (h : NormalEnergies P E e σ) {dt δ : ℝ} (hdt : dt ≠ 0)
    (hσ : σ ≠ 0) (hδ : 0 < δ) (n : ℕ) :
    δ ≤ effectiveFraction P (weight dt E n) ↔ (n : ℝ) ≤ Real.log (1 / δ) / (dt ^ 2 * σ ^ 2) := by
  rw [effectiveFraction_weight h, le_div_iff₀ (by positivity), ← Real.log_le_iff_le_exp hδ,
    one_div, Real.log_inv]
  constructor <;> intro h' <;> linarith
```

## Finite second moment and a weight that fluctuates

For a general random weight $W$ with mean $m$ and finite second moment,
$$0\le\langle(W-m)^2\rangle=\langle W^2\rangle-m^2 .$$
Equality would force $W=m$ almost surely. A weight that is not almost surely constant therefore has $m^2<\langle W^2\rangle$, and its fraction is below one. The Lean proof expands the same square and uses the fact that a nonnegative function with zero integral vanishes almost everywhere.

```lean
/-- A random weight with finite second moment that is not almost surely constant has effective
sample fraction below one. -/
theorem effectiveFraction_lt_one {W : Ω → ℝ} (hW : Measurable W)
    (h2 : Integrable (fun ω => W ω ^ 2) P) (hc : ¬ ∃ c : ℝ, ∀ᵐ ω ∂P, W ω = c) :
    effectiveFraction P W < 1 := by
  have h1 : Integrable W P :=
    ((memLp_two_iff_integrable_sq hW.aestronglyMeasurable).2 h2).integrable one_le_two
  obtain ⟨m, hm⟩ : ∃ m, m = ∫ ω, W ω ∂P := ⟨_, rfl⟩
  have hi : Integrable (fun ω => W ω ^ 2 - 2 * m * W ω) P := h2.sub (h1.const_mul _)
  have hsq : (fun ω => (W ω - m) ^ 2) = fun ω => (W ω ^ 2 - 2 * m * W ω) + m ^ 2 := by
    ext ω
    ring
  have hint : Integrable (fun ω => (W ω - m) ^ 2) P := by
    rw [hsq]
    exact hi.add (integrable_const _)
  have hvar : ∫ ω, (W ω - m) ^ 2 ∂P = (∫ ω, W ω ^ 2 ∂P) - m ^ 2 := by
    rw [hsq, integral_add hi (integrable_const _), integral_sub h2 (h1.const_mul _),
      integral_const_mul, integral_const, ← hm]
    simp only [probReal_univ, one_smul]
    ring
  have hnn : 0 ≤ ∫ ω, (W ω - m) ^ 2 ∂P := integral_nonneg (fun ω => sq_nonneg _)
  -- a vanishing variance would make the weight almost surely constant
  have hne : ∫ ω, (W ω - m) ^ 2 ∂P ≠ 0 := by
    intro h0
    have hz := (integral_eq_zero_iff_of_nonneg (fun ω => sq_nonneg (W ω - m)) hint).1 h0
    refine hc ⟨m, ?_⟩
    filter_upwards [hz] with ω hω
    have hω' : (W ω - m) ^ 2 = 0 := hω
    exact sub_eq_zero.1 (pow_eq_zero_iff two_ne_zero |>.1 hω')
  have hpos := lt_of_le_of_ne hnn hne.symm
  rw [effectiveFraction, ← hm, div_lt_one (by nlinarith [sq_nonneg m])]
  linarith
```

The second moment can be infinite when low local energies are too frequent. If $-E_0$ is exponentially distributed with rate $\lambda\le2\Delta t$, then $\langle W_1^2\rangle=\infty$. Lean assigns that integral the value zero, and its quotient is then zero by the convention for division by zero, not by a computation of the means.

## The same distribution at every step

The local energies are identically distributed when the walkers already follow the stationary distribution of their unweighted moves. Just after branching or resampling they in general do not. Where it holds, identical distribution together with independence gives exponential decay without the normal law. Writing $M(t)=\langle e^{tE_0}\rangle$ and assuming that $M(-2\Delta t)$ is finite, one has $\langle W_n\rangle=M(-\Delta t)^n$ and $\langle W_n^2\rangle=M(-2\Delta t)^n$, so
$$f_n=\left(\frac{M(-\Delta t)^2}{M(-2\Delta t)}\right)^n=f_1^n .$$
Both means are positive, hence $f_1>0$. If $W_1$ were almost surely constant, its logarithm divided by $-\Delta t$ would make $E_0$ constant too; for $\Delta t\ne0$ and a non-constant energy this is excluded, so $f_1<1$.

In `exponential_decay`, the step `key` combines the factorisation `mgf_sum` with the equality of the factors, and the bound $f_1<1$ comes from `effectiveFraction_lt_one`.

```lean
/-- For independent, identically distributed local energies that are not almost surely constant,
a nonzero time step and a one-step weight of finite second moment, the effective fraction after
`n` steps is the `n`-th power of the one-step fraction, which lies strictly between 0 and 1. -/
theorem exponential_decay (hE : ∀ k, Measurable (E k)) (hind : iIndepFun E P)
    (hid : ∀ k, IdentDistrib (E k) (E 0) P P) {dt : ℝ} (hdt : dt ≠ 0)
    (h2 : Integrable (fun ω => weight dt E 1 ω ^ 2) P)
    (hc : ¬ ∃ c : ℝ, ∀ᵐ ω ∂P, E 0 ω = c) :
    0 < effectiveFraction P (weight dt E 1) ∧ effectiveFraction P (weight dt E 1) < 1 ∧
      ∀ n, effectiveFraction P (weight dt E n) = effectiveFraction P (weight dt E 1) ^ n := by
  have hw : Measurable (weight dt E 1) := by
    have h0 := hE 0
    unfold weight
    simp only [Finset.sum_range_one]
    fun_prop
  have h1 : Integrable (weight dt E 1) P :=
    ((memLp_two_iff_integrable_sq hw.aestronglyMeasurable).2 h2).integrable one_le_two
  have hsq : ∀ n ω, weight dt E n ω ^ 2
      = Real.exp ((-2 * dt) * ∑ k ∈ Finset.range n, E k ω) := by
    intro n ω
    rw [weight, ← Real.exp_nat_mul]
    congr 1
    push_cast
    ring
  -- independence factorises the mean of an exponential of the summed energy
  have key : ∀ (t : ℝ) (n : ℕ), ∫ ω, Real.exp (t * ∑ k ∈ Finset.range n, E k ω) ∂P
      = (∫ ω, Real.exp (t * E 0 ω) ∂P) ^ n := by
    intro t n
    have hs := hind.mgf_sum (t := t) hE (Finset.range n)
    simp only [mgf, Finset.sum_apply] at hs
    have hk : ∀ k, ∫ ω, Real.exp (t * E k ω) ∂P = ∫ ω, Real.exp (t * E 0 ω) ∂P := fun k =>
      ((hid k).comp (u := fun x => Real.exp (t * x)) (by fun_prop)).integral_eq
    rw [hs, Finset.prod_congr rfl (fun k _ => hk k), Finset.prod_const, Finset.card_range]
  refine ⟨?_, ?_, fun n => ?_⟩
  · have p1 : 0 < ∫ ω, weight dt E 1 ω ∂P := integral_exp_pos h1
    have p2 : 0 < ∫ ω, weight dt E 1 ω ^ 2 ∂P := by
      simp only [hsq] at h2 ⊢
      exact integral_exp_pos h2
    exact div_pos (pow_pos p1 2) p2
  · refine effectiveFraction_lt_one hw h2 ?_
    rintro ⟨c, hcc⟩
    refine hc ⟨Real.log c / (-dt), ?_⟩
    filter_upwards [hcc] with ω hω
    rw [← hω, weight, Real.log_exp, Finset.sum_range_one,
      mul_div_cancel_left₀ _ (neg_ne_zero.2 hdt)]
  · simp only [effectiveFraction, hsq]
    simp only [weight, key, pow_one]
    rw [div_pow, ← pow_mul, ← pow_mul, mul_comm n 2]

end

end UnbranchedWeight
```

If the distribution may change with $k$, the fraction need not tend to zero. Independent normal energies with variances $\sigma^2/2^k$ have total variance below $2\sigma^2$, so $f_n$ stays above $e^{-2\Delta t^2\sigma^2}$ when $\Delta t$ and $\sigma$ are nonzero.

```lean
#print axioms UnbranchedWeight.log_weight_law
#print axioms UnbranchedWeight.effectiveFraction_weight
#print axioms UnbranchedWeight.longest_unbranched_run
#print axioms UnbranchedWeight.exponential_decay
```

```
'UnbranchedWeight.log_weight_law' depends on axioms: [propext, Classical.choice, Quot.sound]
'UnbranchedWeight.effectiveFraction_weight' depends on axioms: [propext, Classical.choice, Quot.sound]
'UnbranchedWeight.longest_unbranched_run' depends on axioms: [propext, Classical.choice, Quot.sound]
'UnbranchedWeight.exponential_decay' depends on axioms: [propext, Classical.choice, Quot.sound]
```
